# Pulling a parity readout back through a layer of disjoint CNOT gates

A parity readout of finitely many qubits is given by coefficients `r` in `ZMod 2`, which say which bits are added modulo 2. The theorem says that reading `r` after one layer of disjoint CNOT gates is the same as reading, before the layer, a parity whose coefficient at qubit `j` is `r j`, plus `r (L.partner j)` if the partner of `j` is a target. The gates are ideal and are described only by their linear action on bit strings, so the statement is an identity for the vector-matrix product `r ᵥ* L.matrix`. The proof first shows, as `h`, that for the fixed `j` the condition "`i` is a target and `j` is its partner" amounts to "`i` is the partner of `j`, and that partner is a target". It then asks `simp` to expand the product and reduce the sum to the terms that survive.

In Lean, a first try:

```lean
import Mathlib

open Matrix

namespace ParityDepthLowerBound

variable {ι : Type*} [Fintype ι] [DecidableEq ι]

/-- A layer of disjoint CNOT gates: qubits are paired by an involution, and each marked
target is controlled by its partner, which is not itself a target. -/
structure CNOTLayer (ι : Type*) where
  partner : ι → ι
  isTarget : ι → Bool
  partner_partner : ∀ i, partner (partner i) = i
  partner_not_target : ∀ i, isTarget i = true → isTarget (partner i) = false

/-- The action of a CNOT layer on bit strings: every target has its control added to it. -/
def CNOTLayer.matrix (L : CNOTLayer ι) : Matrix ι ι (ZMod 2) :=
  Matrix.of fun i j => (if j = i then 1 else 0) +
    (if L.isTarget i = true ∧ j = L.partner i then 1 else 0)

/-- Pulling a parity readout `r` back through a CNOT layer: each control also acquires
the readout coefficient of its target. -/
theorem CNOTLayer.readout_pullback (L : CNOTLayer ι) (r : ι → ZMod 2) (j : ι) :
    (r ᵥ* L.matrix) j =
      r j + if L.isTarget (L.partner j) = true then r (L.partner j) else 0 := by
  have h : ∀ i, (L.isTarget i = true ∧ j = L.partner i) ↔
      (i = L.partner j ∧ L.isTarget (L.partner j) = true) := by
    intro i
    constructor
    · rintro ⟨h1, rfl⟩
      rw [L.partner_partner]
      exact ⟨rfl, h1⟩
    · rintro ⟨rfl, h1⟩
      exact ⟨h1, (L.partner_partner j).symm⟩
  simp [Matrix.vecMul, dotProduct, CNOTLayer.matrix, h, mul_add, Finset.sum_add_distrib,
    ite_and]

end ParityDepthLowerBound
```

The compiler's answer:

```
Main.lean:26:78: error: unsolved goals
ι : Type u_1
inst✝¹ : Fintype ι
inst✝ : DecidableEq ι
L : CNOTLayer ι
r : ι → ZMod 2
j : ι
h : ∀ (i : ι), L.isTarget i = true ∧ j = L.partner i ↔ i = L.partner j ∧ L.isTarget (L.partner j) = true
⊢ (∑ x, if L.isTarget x = true then if j = L.partner x then r x else 0 else 0) =
    if L.isTarget (L.partner j) = true then r (L.partner j) else 0
Main.lean:36:53: warning: This simp argument is unused:
  h

Hint: Omit it from the simp argument list.
  [apply] simp [Matrix.vecMul, dotProduct, CNOTLayer.matrix, mul_add, Finset.sum_add_distrib, ite_and]

Note: This linter can be disabled with `set_option linter.unusedSimpArgs false`
```

What went wrong. The error shows a sum that `simp` could not evaluate, and the warning says that `h` was never used. Both have the same cause. When `simp` unfolds `CNOTLayer.matrix`, the condition stands under `fun i j => …`, where `j` is a bound variable. `h` speaks only of the theorem's fixed `j` and can't match there, but `ite_and` can, and it splits the conjunction into two nested `if`s. By the time the fixed `j` is put in, the conjunction that `h` rewrites is gone. The remaining test `j = L.partner x` isn't solved for `x`, so `simp` can't pick out the one term that matters.

The repair does the work in two steps. The `simp only` call leaves out `ite_and`, so the conjunction survives until `Matrix.of_apply` has put in the actual indices, and `h` then applies. `Matrix.of_apply` has to be named because `simp only` doesn't use the default simp lemmas. The second `simp` can safely split the condition, since its first part is now `x = L.partner j`, which reduces the sum to a single term.

This version goes through:

```diff
@@ -34,6 +34,6 @@
     · rintro ⟨rfl, h1⟩
       exact ⟨h1, (L.partner_partner j).symm⟩
-  simp [Matrix.vecMul, dotProduct, CNOTLayer.matrix, h, mul_add, Finset.sum_add_distrib,
-    ite_and]
+  simp only [Matrix.vecMul, dotProduct, CNOTLayer.matrix, Matrix.of_apply, h]
+  simp [mul_add, Finset.sum_add_distrib, ite_and]
 
 end ParityDepthLowerBound
```
